# Raising the screening factor by a fraction ε, all else fixed, changes the second-order response by at least 3ε of its magnitude, and the third-order response by at least 4ε if K s b ≥ 0

In a one-variable mean-field model x = f(F + Kx), with screening factor s = 1/(1 − K f′), the second and third derivatives of x with respect to the field F are s³a and s⁴b + 3Ks⁵a², where a = f″ and b = f‴. The lemma is pure algebra about these two expressions, with s, a, b and K arbitrary real numbers. It says that replacing s by (1 + ε)s, with ε ≥ 0 and the rest held fixed, changes the first expression by at least 3ε times its absolute value, and the second by at least 4ε times its absolute value provided K s b ≥ 0. The proof bounds the growth of the powers of 1 + ε from below and factors these into the differences; in the third-order case it also uses the fact that the two terms cannot have opposite signs.

Lean 4 with Mathlib refuses this proof:

```lean
import Mathlib

open Topology

namespace ScreeningErrorAmplified

noncomputable section

variable {K F : ℝ} {f f₁ f₂ f₃ x : ℝ → ℝ} {U : Set ℝ}

/-- For `ε ≥ 0`, replacing `s` by `(1 + ε) s` changes `s³ a` by at least `3ε` times its absolute
value and, if `K s b ≥ 0`, changes `s⁴ b + 3 K s⁵ a²` by at least `4ε` times its absolute value. -/
theorem screening_error_amplified {s a b ε : ℝ} (hε : 0 ≤ ε) :
    3 * ε * |s ^ 3 * a| ≤ |((1 + ε) * s) ^ 3 * a - s ^ 3 * a| ∧
    (0 ≤ K * s * b → 4 * ε * |s ^ 4 * b + 3 * K * s ^ 5 * a ^ 2| ≤
      |((1 + ε) * s) ^ 4 * b + 3 * K * ((1 + ε) * s) ^ 5 * a ^ 2 -
        (s ^ 4 * b + 3 * K * s ^ 5 * a ^ 2)|) := by
  have p3 : 0 ≤ 3 * ε ^ 2 + ε ^ 3 := by positivity
  have p4 : 0 ≤ 6 * ε ^ 2 + 4 * ε ^ 3 + ε ^ 4 := by positivity
  have p5 : 0 ≤ ε + 10 * ε ^ 2 + 10 * ε ^ 3 + 5 * ε ^ 4 + ε ^ 5 := by positivity
  have h3 : 3 * ε ≤ (1 + ε) ^ 3 - 1 := by linarith
  have h4 : 4 * ε ≤ (1 + ε) ^ 4 - 1 := by linarith
  have h5 : 4 * ε ≤ (1 + ε) ^ 5 - 1 := by linarith
  constructor
  · have e : ((1 + ε) * s) ^ 3 * a - s ^ 3 * a = ((1 + ε) ^ 3 - 1) * (s ^ 3 * a) := by ring
    rw [e, abs_mul]
    exact mul_le_mul_of_nonneg_right (h3.trans (le_abs_self _)) (abs_nonneg _)
  · intro hb
    have e : ((1 + ε) * s) ^ 4 * b + 3 * K * ((1 + ε) * s) ^ 5 * a ^ 2 -
        (s ^ 4 * b + 3 * K * s ^ 5 * a ^ 2) =
        ((1 + ε) ^ 4 - 1) * (s ^ 4 * b) + ((1 + ε) ^ 5 - 1) * (3 * K * s ^ 5 * a ^ 2) := by
      ring
    -- the two contributions have the same sign, so they cannot cancel
    have hAB : 0 ≤ (s ^ 4 * b) * (3 * K * s ^ 5 * a ^ 2) := by
      have : 0 ≤ 3 * (s ^ 4 * a) ^ 2 * (K * s * b) := mul_nonneg (by positivity) hb
      calc 0 ≤ 3 * (s ^ 4 * a) ^ 2 * (K * s * b) := this
        _ = _ := by ring
    rw [e]
    rcases mul_nonneg_iff.mp hAB with ⟨hA, hB⟩ | ⟨hA, hB⟩
    · rw [abs_of_nonneg (add_nonneg hA hB)]
      refine le_trans ?_ (le_abs_self _)
      linarith [mul_le_mul_of_nonneg_right h4 hA, mul_le_mul_of_nonneg_right h5 hB]
    · rw [abs_of_nonpos (add_nonpos hA hB)]
      refine le_trans ?_ (neg_le_abs _)
      linarith [mul_le_mul_of_nonpos_right h4 hA, mul_le_mul_of_nonpos_right h5 hB]

end

end ScreeningErrorAmplified
```

The error:

```
Main.lean:27:4: error: Type mismatch
  mul_le_mul_of_nonneg_right (LE.le.trans h3 (le_abs_self ((1 + ε) ^ 3 - 1))) (abs_nonneg ?m.736)
has type
  3 * ε * |?m.736| ≤ |(1 + ε) ^ 3 - 1| * |?m.736|
but is expected to have type
  3 * ε * (|s ^ 3| * |a|) ≤ |((1 + ε) ^ 3 - 1) * (s ^ 3 * a)|
```

As a diff, the version that Lean accepts:

```diff
@@ -24,5 +24,5 @@
   constructor
   · have e : ((1 + ε) * s) ^ 3 * a - s ^ 3 * a = ((1 + ε) ^ 3 - 1) * (s ^ 3 * a) := by ring
-    rw [e, abs_mul]
+    rw [e, abs_mul ((1 + ε) ^ 3 - 1)]
     exact mul_le_mul_of_nonneg_right (h3.trans (le_abs_self _)) (abs_nonneg _)
   · intro hb
```

What went wrong. The error is in the second-order part. After `rw [e]` the goal has a product inside an absolute value on each side: `|s ^ 3 * a|` on the left, and `|((1 + ε) ^ 3 - 1) * (s ^ 3 * a)|` on the right. The proof needs only the right one split. But `abs_mul` without arguments fits either, and `rw` settles on one match and rewrites only instances of that. Here it took the left one, as the expected type in the message shows: `|s ^ 3| * |a|` on the left, and the right side still whole. The term given to `exact` proves an inequality in which both sides are products with the same factor `|?m.736|`, so it does not fit this goal.

The repair gives `abs_mul` its first factor, `(1 + ε) ^ 3 - 1`. Now only the right side matches, and it becomes `|(1 + ε) ^ 3 - 1| * |s ^ 3 * a|`, while the left keeps `|s ^ 3 * a|`. That is the common factor `mul_le_mul_of_nonneg_right` needs, and the `exact` line works unchanged.
